# Total Spin Conservation in the Hubbard Model with Spin-Independent Hopping

If up and down electrons hop between two sites with different amplitudes, the two-electron triplet with Sz = 0 mixes with doubly occupied singlets, and some energy eigenstates no longer have a definite total spin. With equal amplitudes this mixing is absent. On any finite set of sites, the Hubbard Hamiltonian with spin-independent hopping commutes with S⁺, S⁻ and S², whatever the interaction on each site.

## From anticommutation to conserved spin

Let c†_iσ and c_iσ create and annihilate an electron with spin σ on site i. Creators anticommute with one another, as do annihilators, and

c_iσ c†_jτ + c†_jτ c_iσ = δ_ij δ_στ.

With n_iσ = c†_iσ c_iσ, hopping amplitudes t_ij and interactions U_i, the Hamiltonian is

H = Σ_ij t_ij Σ_σ c†_iσ c_jσ + Σ_i U_i n_i↑ n_i↓.

Define F_στ = Σ_k c†_kσ c_kτ. In units of ħ, S⁺ = F_↑↓, S⁻ = F_↓↑ and Sz = (F_↑↑ − F_↓↓)/2.

Moving the inner creator to the left in each product gives

c†_iμ c_jν c†_kσ c_lτ = δ_jk δ_νσ c†_iμ c_lτ − c†_iμ c†_kσ c_jν c_lτ,

c†_kσ c_lτ c†_iμ c_jν = δ_li δ_τμ c†_kσ c_jν − c†_kσ c†_iμ c_lτ c_jν.

The quartic terms are equal, since two sign changes relate them. Subtracting, setting l = k and summing over k gives

[c†_iμ c_jν, F_στ] = δ_νσ c†_iμ c_jτ − δ_τμ c†_iσ c_jν.

For ν = μ, the sum over μ is c†_iσ c_jτ − c†_iσ c_jτ = 0, so the hopping term commutes with every F_στ.

For the interaction, c_iσ² = 0 gives n_iσ² = c†_iσ(1 − c†_iσ c_iσ)c_iσ = n_iσ. The two occupations of a site commute, so with n_i = n_i↑ + n_i↓,

n_i↑ n_i↓ = (n_i² − n_i)/2.

Since n_i is the spin-summed hopping operator with j = i, it commutes with F_στ, and so does the interaction.

The same commutator gives [S⁺, S⁻] = 2Sz. Since Sx² + Sy² = (S⁺S⁻ + S⁻S⁺)/2,

S² = S⁻S⁺ + Sz² + Sz,

and H commutes with each term.

In exact diagonalisation of a two-site cluster with t_11 = t_22 = 0, the state |↑,↑⟩ has energy zero because the Pauli principle blocks hopping. The normalised triplet S⁻|↑,↑⟩/√2 then also has energy zero, and the four-dimensional Sz = 0 problem for two electrons reduces to a 3 × 3 singlet block.

## Fermions as elements of a complex algebra

In Lean 4 with Mathlib:

```lean
import Mathlib

open Finset

namespace HubbardSpinSymmetry

noncomputable section

/-- The two spin projections of an electron. -/
inductive Spin
  | up
  | down
  deriving DecidableEq

open Spin
```

The type `L` is the set of sites, and `A` is a complex algebra containing the operators. The name `cd` stands for c†, and `IsFermi` assumes the anticommutation relations.

```lean
variable {L A : Type*} [DecidableEq L] [Ring A] [Algebra ℂ A]

/-- Canonical anticommutation relations for annihilators `c i σ` and creators `cd i σ`
on sites `i` with spin `σ`. -/
structure IsFermi (c cd : L → Spin → A) : Prop where
  ann : ∀ i σ j τ, c i σ * c j τ + c j τ * c i σ = 0
  cre : ∀ i σ j τ, cd i σ * cd j τ + cd j τ * cd i σ = 0
  mix : ∀ i σ j τ, c i σ * cd j τ + cd j τ * c i σ = if i = j ∧ σ = τ then 1 else 0
```

Fock space realises these relations: creation is the wedge product and annihilation is contraction. The exterior algebra appears here as the Clifford algebra of the zero quadratic form.

```lean
/-- On the exterior algebra over functions of the spin orbitals (the fermionic Fock space when `L`
is finite), wedge product with an orbital and contraction against it satisfy the canonical
anticommutation relations. -/
theorem isFermi_witness (L : Type*) [DecidableEq L] :
    IsFermi (A := Module.End ℂ (CliffordAlgebra (0 : QuadraticForm ℂ (L × Spin → ℂ))))
      (fun i σ => CliffordAlgebra.contractLeft (LinearMap.proj (i, σ)))
      (fun i σ => LinearMap.mulLeft ℂ (CliffordAlgebra.ι 0 (Pi.single (i, σ) 1))) where
  ann i σ j τ := by
    refine LinearMap.ext fun x => ?_
    simp only [LinearMap.add_apply, Module.End.mul_apply, LinearMap.zero_apply]
    rw [CliffordAlgebra.contractLeft_comm, neg_add_cancel]
  cre i σ j τ := by
    refine LinearMap.ext fun x => ?_
    simp only [LinearMap.add_apply, Module.End.mul_apply, LinearMap.zero_apply,
      LinearMap.mulLeft_apply]
    rw [← mul_assoc, ← mul_assoc, ← add_mul, CliffordAlgebra.ι_mul_ι_add_swap]
    simp [QuadraticMap.polar]
  mix i σ j τ := by
    refine LinearMap.ext fun x => ?_
    simp only [LinearMap.add_apply, Module.End.mul_apply, LinearMap.mulLeft_apply]
    rw [CliffordAlgebra.contractLeft_ι_mul, sub_add_cancel]
    by_cases h : i = j ∧ σ = τ
    · obtain ⟨rfl, rfl⟩ := h
      simp
    · rw [if_neg h]
      simp [h]
```

Jordan–Wigner matrices would be another model. They would supply adjoints, but would require an ordering of the orbitals and sign strings in the proofs.

The first commutator is obtained by inserting the mixed relations and cancelling the quartic terms, which `linear_combination` does with noncommutative ring algebra.

```lean
omit [Algebra ℂ A] in
/-- The commutator of two one-body operators (creator times annihilator) is again a
combination of one-body operators. -/
theorem bilinear_comm {c cd : L → Spin → A} (h : IsFermi c cd) (i j k l : L)
    (μ ν σ τ : Spin) :
    cd i μ * c j ν * (cd k σ * c l τ) - cd k σ * c l τ * (cd i μ * c j ν) =
      (if j = k ∧ ν = σ then cd i μ * c l τ else 0) -
        (if l = i ∧ τ = μ then cd k σ * c j ν else 0) := by
  have key : cd i μ * c j ν * (cd k σ * c l τ) - cd k σ * c l τ * (cd i μ * c j ν) =
      cd i μ * (if j = k ∧ ν = σ then 1 else 0) * c l τ -
        cd k σ * (if l = i ∧ τ = μ then 1 else 0) * c j ν := by
    rw [← h.mix j ν k σ, ← h.mix l τ i μ]
    -- the quartic terms cancel by antisymmetry of creators and of annihilators
    linear_combination (norm := noncomm_ring)
      h.cre i μ k σ * (c l τ * c j ν) - cd i μ * cd k σ * h.ann j ν l τ
  rw [key]
  split_ifs <;> simp
```

## Spin operators and the Hamiltonian

`spinFlip c cd σ τ` is F_στ. Despite its name, it counts electrons when σ = τ.

```lean
variable [Fintype L]

/-- The collective operator that turns spin `τ` into spin `σ`, summed over all sites. -/
def spinFlip (c cd : L → Spin → A) (σ τ : Spin) : A := ∑ i, cd i σ * c i τ

/-- The spin raising operator `S⁺`. -/
abbrev spinPlus (c cd : L → Spin → A) : A := spinFlip c cd up down

/-- The spin lowering operator `S⁻`. -/
abbrev spinMinus (c cd : L → Spin → A) : A := spinFlip c cd down up

/-- The spin component `Sz`, half the difference of the up and down populations. -/
def spinZ (c cd : L → Spin → A) : A :=
  (1 / 2 : ℂ) • (spinFlip c cd up up - spinFlip c cd down down)
```

`spinSq` is defined from the Cartesian components, so the ladder form remains to be proved.

```lean
/-- The total spin squared, `Sx² + Sy² + Sz²`, with `Sx = (S⁺ + S⁻)/2` and
`Sy = -i (S⁺ - S⁻)/2`. -/
def spinSq (c cd : L → Spin → A) : A :=
  ((1 / 2 : ℂ) • (spinPlus c cd + spinMinus c cd)) ^ 2 +
    ((-Complex.I / 2) • (spinPlus c cd - spinMinus c cd)) ^ 2 + spinZ c cd ^ 2
```

The hopping sum runs over ordered pairs, and its diagonal terms are site energies. `hopping` allows spin-dependent amplitudes but has no spin-flip terms; `hubbard` also uses the same `t` for both spins, so it includes neither spin–orbit coupling nor a Zeeman field.

```lean
/-- Hopping between sites with amplitudes that may depend on the spin. -/
def hopping (c cd : L → Spin → A) (t : Spin → L → L → ℂ) : A :=
  ∑ i, ∑ j, (t up i j • (cd i up * c j up) + t down i j • (cd i down * c j down))

/-- The Hubbard Hamiltonian with spin-independent hoppings `t i j` and on-site
interactions `U i`. -/
def hubbard (c cd : L → Spin → A) (t : L → L → ℂ) (U : L → ℂ) : A :=
  hopping c cd (fun _ => t) + ∑ i, U i • (cd i up * c i up * (cd i down * c i down))
```

## Commutators with the collective operators

Summing over k leaves one site term in each part of the commutator.

```lean
omit [Algebra ℂ A] in
/-- The commutator of `cd i μ * c j ν` with a collective spin flip is a combination of one-body
operators that create on the same site `i` and annihilate on the same site `j`. -/
theorem bilinear_comm_flip {c cd : L → Spin → A} (h : IsFermi c cd) (i j : L)
    (μ ν σ τ : Spin) :
    cd i μ * c j ν * spinFlip c cd σ τ - spinFlip c cd σ τ * (cd i μ * c j ν) =
      (if ν = σ then cd i μ * c j τ else 0) - (if τ = μ then cd i σ * c j ν else 0) := by
  unfold spinFlip
  rw [mul_sum, sum_mul, ← sum_sub_distrib,
    sum_congr rfl fun k _ => bilinear_comm h i j k k μ ν σ τ, sum_sub_distrib]
  congr 1
  · by_cases e : ν = σ <;> simp [e]
  · by_cases e : τ = μ <;> simp [e]
```

For spin-dependent hopping, the up and down contributions enter with opposite signs, leaving the amplitude differences.

```lean
/-- For spin-dependent hopping, the commutator with `S⁺` is a spin-flip hopping whose
amplitudes are the differences between the up and down amplitudes. -/
theorem hopping_comm_spinPlus {c cd : L → Spin → A} (h : IsFermi c cd)
    (t : Spin → L → L → ℂ) :
    hopping c cd t * spinPlus c cd - spinPlus c cd * hopping c cd t =
      ∑ i, ∑ j, (t up i j - t down i j) • (cd i up * c j down) := by
  unfold hopping spinPlus
  simp only [sum_mul, mul_sum, ← sum_sub_distrib]
  refine sum_congr rfl fun i _ => sum_congr rfl fun j _ => ?_
  have h1 := bilinear_comm_flip h i j up up up down
  have h2 := bilinear_comm_flip h i j down down up down
  simp only [reduceCtorEq, ↓reduceIte, sub_zero, zero_sub] at h1 h2
  rw [add_mul, mul_add, add_sub_add_comm, smul_mul_assoc, smul_mul_assoc,
    mul_smul_comm, mul_smul_comm, ← smul_sub, ← smul_sub, h1, h2]
  module
```

When the amplitudes agree, the bond operator commutes with all four F_στ, checked by cases on the two spins.

```lean
omit [Algebra ℂ A] in
/-- A bond operator summed over both spins commutes with every collective spin flip. -/
theorem bond_commute {c cd : L → Spin → A} (h : IsFermi c cd) (i j : L) (σ τ : Spin) :
    Commute (cd i up * c j up + cd i down * c j down) (spinFlip c cd σ τ) := by
  rw [commute_iff_eq, ← sub_eq_zero, add_mul, mul_add, add_sub_add_comm,
    bilinear_comm_flip h, bilinear_comm_flip h]
  cases σ <;> cases τ <;> simp
```

The next proof establishes `idem`, the identity n_iσ² = n_iσ, and then expands n_i².

```lean
omit [Fintype L] in
/-- The double occupancy of a site is `(n² - n)/2`, where `n` is its total occupation. -/
theorem double_occupancy {c cd : L → Spin → A} (h : IsFermi c cd) (i : L) :
    cd i up * c i up * (cd i down * c i down) =
      (1 / 2 : ℂ) • ((cd i up * c i up + cd i down * c i down) *
        (cd i up * c i up + cd i down * c i down) -
          (cd i up * c i up + cd i down * c i down)) := by
  -- Pauli principle: each spin occupation is idempotent
  have idem : ∀ σ, cd i σ * c i σ * (cd i σ * c i σ) = cd i σ * c i σ := by
    intro σ
    have hx : c i σ * c i σ = 0 := by
      calc c i σ * c i σ = (1 / 2 : ℂ) • (c i σ * c i σ + c i σ * c i σ) := by module
        _ = 0 := by rw [h.ann, smul_zero]
    have hm : c i σ * cd i σ + cd i σ * c i σ = 1 := by simpa using h.mix i σ i σ
    linear_combination (norm := noncomm_ring) cd i σ * hm * c i σ - cd i σ * cd i σ * hx
  have hc := bilinear_comm h i i i i up up down down
  simp only [reduceCtorEq, and_false, ↓reduceIte, sub_self] at hc
  rw [add_mul, mul_add, mul_add, idem up, idem down, ← sub_eq_zero.mp hc]
  module
```

The spin algebra follows by summing the one-body commutator over sites and expanding the Cartesian squares.

```lean
/-- The raising and lowering operators obey `[S⁺, S⁻] = 2 Sz`. -/
theorem spinPlus_spinMinus_comm {c cd : L → Spin → A} (h : IsFermi c cd) :
    spinPlus c cd * spinMinus c cd - spinMinus c cd * spinPlus c cd =
      (2 : ℂ) • spinZ c cd := by
  calc _ = ∑ i, (cd i up * c i down * spinFlip c cd down up -
        spinFlip c cd down up * (cd i up * c i down)) := by
        rw [sum_sub_distrib, ← sum_mul, ← mul_sum]; rfl
    _ = ∑ i, (cd i up * c i up - cd i down * c i down) :=
        sum_congr rfl fun i _ => by rw [bilinear_comm_flip h]; simp
    _ = spinFlip c cd up up - spinFlip c cd down down := by rw [sum_sub_distrib]; rfl
    _ = _ := by unfold spinZ; module

/-- The total spin squared in ladder form: `S² = S⁻S⁺ + Sz² + Sz`. -/
theorem spinSq_eq {c cd : L → Spin → A} (h : IsFermi c cd) :
    spinSq c cd = spinMinus c cd * spinPlus c cd + spinZ c cd ^ 2 + spinZ c cd := by
  have hc := sub_eq_iff_eq_add.mp (spinPlus_spinMinus_comm h)
  have hI : (-Complex.I / 2) * (-Complex.I / 2) = (-1 / 4 : ℂ) := by
    linear_combination (1 / 4 : ℂ) * Complex.I_mul_I
  unfold spinSq
  rw [pow_two ((1 / 2 : ℂ) • _), pow_two ((-Complex.I / 2) • _), smul_mul_smul_comm,
    smul_mul_smul_comm, hI]
  simp only [add_mul, mul_add, sub_mul, mul_sub]
  rw [hc]
  module
```

## Conservation of S⁺, S⁻ and S²

`Commute` is preserved by sums, products and scalar multiples, so the bond result extends to both parts of H.

```lean
/-- The Hubbard Hamiltonian commutes with every collective spin flip. -/
theorem hubbard_commute_flip {c cd : L → Spin → A} (h : IsFermi c cd)
    (t : L → L → ℂ) (U : L → ℂ) (σ τ : Spin) :
    Commute (hubbard c cd t U) (spinFlip c cd σ τ) := by
  unfold hubbard hopping
  refine Commute.add_left ?_ ?_
  · refine Commute.sum_left _ _ _ fun i _ => Commute.sum_left _ _ _ fun j _ => ?_
    simpa only [smul_add] using (bond_commute h i j σ τ).smul_left (t i j)
  · refine Commute.sum_left _ _ _ fun i _ => ?_
    -- the interaction depends only on the total occupation of the site
    have hn := bond_commute h i i σ τ
    rw [double_occupancy h i]
    exact (((hn.mul_left hn).sub_left hn).smul_left _).smul_left _
```

The final theorem states that, for any operators satisfying `IsFermi` and any complex `t` and `U`, H commutes with S⁺, S⁻ and S². To read this as conservation in time for a physical cluster, one must also take `cd` to be the adjoint of `c`, `t` Hermitian and `U` real.

```lean
/-- For canonical fermions on a finite site set, the Hubbard Hamiltonian with
spin-independent hoppings and site-dependent interactions commutes with `S⁺`, `S⁻` and `S²`. -/
theorem hubbard_spin_symmetry {c cd : L → Spin → A} (h : IsFermi c cd)
    (t : L → L → ℂ) (U : L → ℂ) :
    Commute (hubbard c cd t U) (spinPlus c cd) ∧
      Commute (hubbard c cd t U) (spinMinus c cd) ∧
        Commute (hubbard c cd t U) (spinSq c cd) := by
  have hF := hubbard_commute_flip h t U
  have hz : Commute (hubbard c cd t U) (spinZ c cd) :=
    ((hF up up).sub_right (hF down down)).smul_right _
  refine ⟨hF up down, hF down up, ?_⟩
  rw [spinSq_eq h]
  exact (((hF down up).mul_right (hF up down)).add_right (hz.pow_right 2)).add_right hz

end

end HubbardSpinSymmetry
```

```lean
#print axioms HubbardSpinSymmetry.hopping_comm_spinPlus
#print axioms HubbardSpinSymmetry.hubbard_spin_symmetry
```

```
'HubbardSpinSymmetry.hopping_comm_spinPlus' depends on axioms: [propext, Classical.choice, Quot.sound]
'HubbardSpinSymmetry.hubbard_spin_symmetry' depends on axioms: [propext, Classical.choice, Quot.sound]
```
